# Energy error of a neutralizing background for a spherical charge in a spherical cell

**Q:** An ion with net charge q sits in a simulation cell. The periodic Coulomb problem has no solution for a charged cell, so the code adds a uniform background of charge −q. I wanted the energy of the isolated ion, and now I have the energy of the ion plus a jelly. How far off am I?

**A:** Take a fixed charge density ρ that is continuous in a spherical cell of radius S, spherically symmetric about its centre and zero outside. The error then has a closed form. Let q(r) be the charge inside radius r, with q = q(S), and let M be the second moment:

q(r) = 4π ∫₀ʳ s² ρ(s) ds

M = 4π ∫₀ˢ s⁴ ρ(s) ds

In Gaussian units, the energy with background minus the energy without it is

ΔE = −9q²/(10S) + qM/(2S³).

Subtracting ΔE from the cell energy recovers the isolated value in this model, which has no periodic images and no relaxation of ρ.

**Q:** Derive it by hand first.

**A:** The background density is −q/(4πS³/3). Inside radius r it contributes the charge −q r³/S³, so the enclosed charge becomes q(r) − q r³/S³. The radial field is enclosed charge over r², and the field energy is half the integral of (enclosed charge)²/r². Inside the cell, the background therefore changes the integrand by

[(q(r) − q r³/S³)² − q(r)²]/r² = −2q r q(r)/S³ + q² r⁴/S⁶.

The first term needs the integral of r q(r). Since q′(r) = 4πr²ρ(r), integration by parts gives

∫₀ˢ r q(r) dr = S²q/2 − ½ ∫₀ˢ r² · 4πr²ρ(r) dr = (S²q − M)/2.

The second term needs ∫₀ˢ r⁴ dr = S⁵/5. Half the sum is the interior change:

−(q/S³)(S²q − M)/2 + q²/(10S) = −2q²/(5S) + qM/(2S³).

The isolated ion also has a field outside the sphere, with energy

½ ∫ q²/r² dr over r > S = q²/(2S).

The neutralized cell has none, because its enclosed charge at S is zero. Subtracting q²/(2S) turns −2/5 into −9/10.

**Q:** Now the formal version. What stands for the charge?

```lean
import Mathlib

open Set Real MeasureTheory

namespace ChargedSphericalCell

noncomputable section

variable {ρ σ : ℝ → ℝ} {S : ℝ}

/-- The radial moment of order `k - 2` of the spherical charge density `ρ` inside radius `r`:
the enclosed charge for `k = 2`, the second moment for `k = 4`. -/
def moment (k : ℕ) (ρ : ℝ → ℝ) (r : ℝ) : ℝ := 4 * π * ∫ s in (0:ℝ)..r, s ^ k * ρ s
```

**A:** `moment k ρ r` is 4π times the integral of sᵏρ(s) from 0 to r. With `k = 2` it is q(r), and with `k = 4` and `r = S` it is M. The density is a real function of the radius, of either sign.

**Q:** Is the background a real density, or has somebody just typed in the modified charge?

```lean
local notation "charge" => moment 2

/-- The density `ρ` together with a uniform background of opposite total charge in the cell
of radius `S`, for `S > 0`. -/
def neutralize (ρ : ℝ → ℝ) (S : ℝ) : ℝ → ℝ :=
  fun s => ρ s - charge ρ S / (4 * π * S ^ 3 / 3)
```

**A:** It is a density. `neutralize ρ S` subtracts the total charge divided by the cell volume, and the r³/S³ law is proved from that further down.

**Q:** And the energy?

```lean
/-- The electrostatic field energy (Gaussian units) inside the sphere of radius `S`; the radial
field at `r > 0` is the enclosed charge over `r ^ 2`. -/
def fieldEnergy (ρ : ℝ → ℝ) (S : ℝ) : ℝ := 1 / 2 * ∫ r in (0:ℝ)..S, charge ρ r ^ 2 / r ^ 2
```

**A:** Here Gauss's law enters by definition: the field is taken to be enclosed charge over r², rather than obtained by solving Poisson's equation. The energy is that of the field inside the sphere only, and the interaction of ρ with itself is included.

**Q:** The isolated ion's field doesn't stop at S.

```lean
/-- The field energy outside a sphere of radius `S > 0` that holds the total charge `q`. -/
def exteriorEnergy (q S : ℝ) : ℝ := 1 / 2 * ∫ r in Ioi S, q ^ 2 / r ^ 2

/-- The field energy in all space of the density `ρ` cut off at radius `S > 0`. -/
def isolatedEnergy (ρ : ℝ → ℝ) (S : ℝ) : ℝ := fieldEnergy ρ S + exteriorEnergy (charge ρ S) S
```

**A:** That is why `isolatedEnergy` adds an exterior integral. "Isolated" means the density cut off at S, so any tail of the ion beyond the cell is ignored.

**Q:** Then must ρ be smooth across the boundary?

```lean
/-- Densities that agree in the cell have the same moments inside every radius up to `S`. -/
theorem moment_congr (k : ℕ) (h : EqOn ρ σ (Icc 0 S)) {r : ℝ} (hr : r ∈ Icc 0 S) :
    moment k ρ r = moment k σ r := by
  unfold moment
  congr 1
  refine intervalIntegral.integral_congr fun s hs => ?_
  rw [uIcc_of_le hr.1] at hs
  simp only [h ⟨hs.1, hs.2.trans hr.2⟩]

/-- Densities that agree in the cell of radius `S > 0` have the same field energy there. -/
theorem fieldEnergy_congr (hS : 0 < S) (h : EqOn ρ σ (Icc 0 S)) :
    fieldEnergy ρ S = fieldEnergy σ S := by
  unfold fieldEnergy
  congr 1
  refine intervalIntegral.integral_congr fun r hr => ?_
  rw [uIcc_of_le hS.le] at hr
  simp only [moment_congr 2 h hr]
```

**A:** No. These two lemmas say that moments and field energy inside the cell depend only on ρ between 0 and S. The final theorem therefore assumes continuity on `Icc 0 S` alone, and a jump to zero at the surface is allowed.

**Q:** Where is q′ = 4πr²ρ?

```lean
/-- For a continuous density, a radial moment grows with the radius at the rate
`4 π r ^ k ρ(r)`. -/
theorem moment_hasDerivAt (k : ℕ) (hρ : Continuous ρ) (r : ℝ) :
    HasDerivAt (moment k ρ) (4 * π * (r ^ k * ρ r)) r :=
  (((continuous_pow k).mul hρ).integral_hasStrictDerivAt 0 r).hasDerivAt.const_mul (4 * π)
```

**A:** This is the fundamental theorem of calculus, stated for every moment at once. The background law comes next.

```lean
/-- For a continuous density and `S > 0`, the uniform background lowers the charge inside
radius `r` by `r ^ 3 / S ^ 3` times the total charge. -/
theorem charge_neutralize (hS : 0 < S) (hρ : Continuous ρ) (r : ℝ) :
    charge (neutralize ρ S) r = charge ρ r - charge ρ S * r ^ 3 / S ^ 3 := by
  have key : ∀ c : ℝ, ∫ s in (0:ℝ)..r, s ^ 2 * (ρ s - c)
      = (∫ s in (0:ℝ)..r, s ^ 2 * ρ s) - c * (r ^ 3 / 3) := by
    intro c
    have i1 : IntervalIntegrable (fun s => s ^ 2 * ρ s) volume 0 r :=
      ((continuous_pow 2).mul hρ).intervalIntegrable 0 r
    have i2 : IntervalIntegrable (fun s : ℝ => c * s ^ 2) volume 0 r :=
      (continuous_const.mul (continuous_pow 2)).intervalIntegrable 0 r
    simp only [mul_sub, mul_comm _ c]
    rw [intervalIntegral.integral_sub i1 i2, intervalIntegral.integral_const_mul, integral_pow]
    push_cast
    ring
  have hπ := Real.pi_pos
  have e : charge (neutralize ρ S) r = 4 * π * ((∫ s in (0:ℝ)..r, s ^ 2 * ρ s)
      - charge ρ S / (4 * π * S ^ 3 / 3) * (r ^ 3 / 3)) :=
    congrArg (fun x => 4 * π * x) (key _)
  have e2 : 4 * π * (charge ρ S / (4 * π * S ^ 3 / 3) * (r ^ 3 / 3))
      = charge ρ S * r ^ 3 / S ^ 3 := by
    field_simp
  rw [e, mul_sub, e2]
  rfl
```

The step `key` integrates s²(ρ − c) for a constant c, giving the original integral minus c r³/3. Putting in the background density cancels the factor 4π/3. At r = S the result is zero, which justifies leaving out an exterior term for the neutralized cell.

**Q:** And the integration by parts?

```lean
/-- For a continuous density, the integral of `r` times the enclosed charge is fixed by the
total charge and the second moment. -/
theorem integral_mul_charge (hρ : Continuous ρ) (S : ℝ) :
    ∫ r in (0:ℝ)..S, r * charge ρ r = (S ^ 2 * charge ρ S - moment 4 ρ S) / 2 := by
  have cQ : Continuous (charge ρ) :=
    continuous_iff_continuousAt.2 fun r => (moment_hasDerivAt 2 hρ r).continuousAt
  -- an explicit antiderivative replaces the integration by parts
  have key := intervalIntegral.integral_eq_sub_of_hasDerivAt (a := 0) (b := S)
    (f := fun r => r ^ 2 * charge ρ r / 2 - moment 4 ρ r / 2) (f' := fun r => r * charge ρ r)
    (fun r _ => by
      have hp : HasDerivAt (fun x : ℝ => x ^ 2) (2 * r) r := by simpa using hasDerivAt_pow 2 r
      exact (((hp.fun_mul (moment_hasDerivAt 2 hρ r)).div_const 2).fun_sub
        ((moment_hasDerivAt 4 hρ r).div_const 2)).congr_deriv (by ring))
    ((continuous_id.mul cQ).intervalIntegrable 0 S)
  have h0 : moment 4 ρ 0 = 0 := by simp [moment]
  rw [key]
  simp only [h0]
  ring
```

**A:** It appears as an antiderivative. The function r²q(r)/2 − (4π ∫₀ʳ s⁴ρ ds)/2 has derivative r q(r), because the two terms in r⁴ρ cancel. Its values at 0 and S give (S²q − M)/2.

**Q:** You split the energy integral although it has 1/r² in it. Is that safe at the origin?

```lean
/-- For a continuous density, the integrand in `fieldEnergy` is continuous, also at the origin. -/
theorem energyDensity_continuous (hρ : Continuous ρ) :
    Continuous fun r => charge ρ r ^ 2 / r ^ 2 := by
  have cQ : Continuous (charge ρ) :=
    continuous_iff_continuousAt.2 fun r => (moment_hasDerivAt 2 hρ r).continuousAt
  have hd := moment_hasDerivAt 2 hρ 0
  -- charge over radius is a difference quotient at the origin
  have hc : Continuous (dslope (charge ρ) 0) := continuousOn_univ.1
    ((continuousOn_dslope Filter.univ_mem).2 ⟨cQ.continuousOn, hd.differentiableAt⟩)
  have he : (fun r => charge ρ r ^ 2 / r ^ 2) = fun r => dslope (charge ρ) 0 r ^ 2 := by
    funext r
    rcases eq_or_ne r 0 with rfl | h
    · rw [dslope_same, hd.deriv]
      simp
    · have h0 : charge ρ 0 = 0 := by simp [moment]
      rw [dslope_of_ne _ h, slope_def_field, h0, sub_zero, sub_zero, div_pow]
  rw [he]
  exact hc.pow 2
```

**A:** Yes. Since q(0) = 0, the ratio q(r)/r is a difference quotient, and it tends to q′(0) = 0. `dslope` is that quotient with the derivative filled in at the origin, so its square is continuous. Lean's convention that division by zero gives zero happens to agree with the limit.

**Q:** Is the exterior energy computed or assumed?

```lean
/-- The field energy outside a sphere of radius `S > 0` with total charge `q` is
`q ^ 2 / (2 S)`. -/
theorem exteriorEnergy_eq (q : ℝ) (hS : 0 < S) : exteriorEnergy q S = q ^ 2 / (2 * S) := by
  have h : ∫ r in Ioi S, q ^ 2 / r ^ 2 = q ^ 2 * ∫ r in Ioi S, r ^ (-2 : ℝ) := by
    rw [← MeasureTheory.integral_const_mul]
    refine setIntegral_congr_fun measurableSet_Ioi fun r hr => ?_
    have hr0 : 0 < r := hS.trans hr
    have e : r ^ (-2 : ℝ) = (r ^ 2)⁻¹ := by rw [Real.rpow_neg hr0.le, Real.rpow_two]
    simp only [e, div_eq_mul_inv]
  have e1 : (-2 : ℝ) + 1 = -1 := by norm_num
  rw [exteriorEnergy, h, integral_Ioi_rpow_of_lt (by norm_num) hS, e1, Real.rpow_neg_one]
  field_simp
```

**A:** Computed, by writing 1/r² as a power and using the known integral over r > S.

**Q:** Then show me the final statement.

```lean
/-- For a density continuous on `[0, S]`, `S > 0`, the energy of the cell with neutralizing
background differs from that of the isolated charge by `-9 q² / (10 S) + q M / (2 S³)`, where
`q` is the total charge and `M` the second moment. -/
theorem background_energy_error (hS : 0 < S) (hρ : ContinuousOn ρ (Icc 0 S)) :
    fieldEnergy (neutralize ρ S) S - isolatedEnergy ρ S
      = -9 * charge ρ S ^ 2 / (10 * S) + charge ρ S * moment 4 ρ S / (2 * S ^ 3) := by
  -- only the density inside the cell matters, so extend it continuously
  obtain ⟨σ, hσ, h⟩ : ∃ σ : ℝ → ℝ, Continuous σ ∧ EqOn ρ σ (Icc 0 S) :=
    ⟨_, hρ.domRestrict.comp (continuous_projIcc (h := hS.le)),
      fun s hs => by simp [projIcc_of_mem hS.le hs]⟩
  have hSS : S ∈ Icc 0 S := ⟨hS.le, le_rfl⟩
  have hn : EqOn (neutralize ρ S) (neutralize σ S) (Icc 0 S) := fun s hs => by
    simp only [neutralize, h hs, moment_congr 2 h hSS]
  rw [isolatedEnergy, fieldEnergy_congr hS hn, fieldEnergy_congr hS h, moment_congr 2 h hSS,
    moment_congr 4 h hSS, exteriorEnergy_eq _ hS]
  have cQ : Continuous (charge σ) :=
    continuous_iff_continuousAt.2 fun r => (moment_hasDerivAt 2 hσ r).continuousAt
  -- expand the square of the screened charge
  have e : ∫ r in (0:ℝ)..S, charge (neutralize σ S) r ^ 2 / r ^ 2
      = ∫ r in (0:ℝ)..S, (charge σ r ^ 2 / r ^ 2 + ((-2 * charge σ S / S ^ 3) * (r * charge σ r)
          + charge σ S ^ 2 / S ^ 6 * r ^ 4)) := by
    refine intervalIntegral.integral_congr fun r _ => ?_
    rw [charge_neutralize hS hσ]
    rcases eq_or_ne r 0 with h0 | h0
    · simp [h0]
    · field_simp
      ring
  have c2 : Continuous fun r => (-2 * charge σ S / S ^ 3) * (r * charge σ r) :=
    continuous_const.mul (continuous_id.mul cQ)
  have c3 : Continuous fun r : ℝ => charge σ S ^ 2 / S ^ 6 * r ^ 4 :=
    continuous_const.mul (continuous_pow 4)
  have c23 : Continuous fun r => (-2 * charge σ S / S ^ 3) * (r * charge σ r)
      + charge σ S ^ 2 / S ^ 6 * r ^ 4 := c2.add c3
  rw [intervalIntegral.integral_add ((energyDensity_continuous hσ).intervalIntegrable 0 S)
      (c23.intervalIntegrable 0 S),
    intervalIntegral.integral_add (c2.intervalIntegrable 0 S) (c3.intervalIntegrable 0 S),
    intervalIntegral.integral_const_mul, intervalIntegral.integral_const_mul, integral_pow,
    integral_mul_charge hσ] at e
  rw [fieldEnergy, fieldEnergy, e]
  generalize (∫ r in (0:ℝ)..S, charge σ r ^ 2 / r ^ 2) = I
  push_cast
  field_simp
  ring

end

end ChargedSphericalCell
```

**A:** In words: if S > 0 and ρ is continuous on [0, S], then the field energy of the neutralized cell minus the isolated energy equals −9q²/(10S) + qM/(2S³). Continuity excludes a point nucleus, whose field energy is infinite, so the nuclear charge has to enter ρ as a smeared, continuous density.

The proof first replaces ρ by a continuous function `σ` on the whole line that agrees with it in the cell. The step `e` expands the square as we did by hand, treating r = 0 separately. The integral then splits into three, and `integral_mul_charge` evaluates the middle one. The integral of q(r)²/r² for the original density, which is twice its energy inside the cell, occurs on both sides of the subtraction. It is named `I` and cancels in the closing algebra.

**Q:** So I may use this for my cubic supercell?

**A:** Not as it stands. A cubic lattice has its own geometry and interacting images, and a real ion's density responds to its surroundings. The theorem concerns one sphere with a frozen, spherically symmetric density, and there the formula is an identity for every S > 0. If the cell is too small to hold the whole ion, q, M and the isolated energy are those of the density cut off at S, not those of the ion.

```lean
#print axioms ChargedSphericalCell.background_energy_error
```

```
'ChargedSphericalCell.background_energy_error' depends on axioms: [propext, Classical.choice, Quot.sound]
```
